# For finite \(n\), the point group \(C_{nv}\) has a B species exactly when \(n\) is even

Take ammonia, with its threefold axis and three mirror planes containing that axis. Let \(C_3\) be the rotation by \(120^\circ\) and \(\sigma\) one of the reflections. Reflecting, rotating and reflecting back gives the rotation in the opposite sense:

\[ \sigma C_3 \sigma^{-1} = C_3^{-1}. \]

Suppose that a nondegenerate orbital is multiplied by a number \(\chi(g)\) under each symmetry operation \(g\). These numbers multiply as the operations do, and numbers commute, so \(\chi(\sigma)\) cancels from the relation and leaves \(\chi(C_3) = \chi(C_3)^{-1}\), that is, \(\chi(C_3)^2 = 1\). Three rotations make the identity, so \(\chi(C_3)^3 = 1\) as well. Dividing the second equation by the first gives \(\chi(C_3) = 1\).

In the character table of \(C_{nv}\), a one-dimensional species is labelled A if its character at the principal rotation \(C_n\) is \(+1\), and B if it is \(-1\). The calculation shows that \(C_{3v}\) has no B species. The same mechanism works for every odd \(n\), and for even \(n\) a B species can be written down.

In Lean 4 with Mathlib:

```lean
import Mathlib

open DihedralGroup (r sr)

namespace OneDimensionalSpecies
```

The names `r` and `sr` are Mathlib's notation for the elements of the dihedral group `DihedralGroup n`, which stands for \(C_{nv}\) here. In textbook symbols, `r i` is \(C_n^i\) and `sr i` is \(\sigma C_n^i\), where \(\sigma\) is the chosen mirror reflection `sr 0`. The index \(i\) has type `ZMod n`, the integers modulo \(n\), because \(n\) steps of rotation lead back to the start.

This is an abstract group, given by its multiplication rules. That the rotations and reflections of an actual molecule multiply by these rules is the step from the model to the molecule, and it rests on geometry.

## Inversion by conjugation leaves two signs

```lean
/-- If `s` inverts `r` by conjugation, every homomorphism to the nonzero complex numbers
takes a value at `r` whose square is one. -/
theorem character_sq_eq_one {G : Type*} [Group G] (χ : G →* ℂˣ) {r s : G}
    (h : s * r * s⁻¹ = r⁻¹) : χ r ^ 2 = 1 := by
  have h1 := congrArg χ h
  -- the values of the character commute, so the conjugation drops out
  rw [map_mul, map_mul, map_inv, map_inv, mul_inv_cancel_comm] at h1
  rw [sq]
  exact mul_eq_one_iff_eq_inv.mpr h1
```

Here `r` and `s` are arbitrary elements of an arbitrary group `G`, not yet rotations and reflections. The symbol `ℂˣ` denotes the nonzero complex numbers under multiplication, and `χ : G →* ℂˣ` says that \(\chi\) is a homomorphism, \(\chi(gh) = \chi(g)\chi(h)\). This is a one-dimensional complex representation, identified with its character. The hypothesis `h` is the relation \(srs^{-1} = r^{-1}\), and the conclusion after the last colon is \(\chi(r)^2 = 1\).

The argument applies \(\chi\) to both sides of the relation:

\[ \chi(s)\,\chi(r)\,\chi(s)^{-1} = \chi(r)^{-1}. \]

The left side equals \(\chi(r)\), since the factors commute. Multiplying \(\chi(r) = \chi(r)^{-1}\) by \(\chi(r)\) gives the claim.

In the proof, `congrArg χ h` applies \(\chi\) to both sides, `map_mul` and `map_inv` distribute it over products and inverses, and `mul_inv_cancel_comm` cancels \(\chi(s)\). The last line turns "equal to its own inverse" into "square equal to one".

```lean
/-- If `s` inverts `r` by conjugation, a one-dimensional character is `1` or `-1` at `r`,
and it is `1` if `r` has odd order. -/
theorem character_of_inverted {G : Type*} [Group G] (χ : G →* ℂˣ) {r s : G}
    (h : s * r * s⁻¹ = r⁻¹) :
    (χ r = 1 ∨ χ r = -1) ∧ (Odd (orderOf r) → χ r = 1) := by
  have h2 := character_sq_eq_one χ h
  constructor
  · have h3 : (χ r : ℂ) * (χ r : ℂ) = 1 := by
      rw [← Units.val_mul, ← sq, h2, Units.val_one]
    rcases mul_self_eq_one_iff.mp h3 with h4 | h4
    · exact Or.inl (Units.ext (by rw [h4, Units.val_one]))
    · exact Or.inr (Units.ext (by rw [h4, Units.val_neg, Units.val_one]))
  · rintro ⟨k, hk⟩
    have h3 : χ r ^ orderOf r = 1 := by rw [← map_pow, pow_orderOf_eq_one, map_one]
    -- an odd power of a sign is the sign itself
    rwa [hk, pow_add, pow_mul, h2, one_pow, one_mul, pow_one] at h3
```

The conclusion has two parts, joined by `∧` ("and"). The first says that \(\chi(r)\) is \(1\) or \(-1\). The second says that \(\chi(r) = 1\) if the order of \(r\), the smallest positive \(m\) with \(r^m = e\), is odd; \(e\) is the identity. Mathlib sets `orderOf r` to zero when no such \(m\) exists, and zero is not odd, so the second part speaks only of elements of finite order.

For the first part, write \(z = \chi(r)\). Then \(z^2 = 1\) means \((z-1)(z+1) = 0\), and a product of complex numbers vanishes only if a factor does. The proof moves the equation from `ℂˣ` to `ℂ`, uses `mul_self_eq_one_iff` there, and carries each of the two cases back with `Units.ext`.

For the second part, let the order be \(m = 2k+1\). Then

\[ 1 = \chi(r^m) = \chi(r)^{2k+1} = \left(\chi(r)^2\right)^k \chi(r) = \chi(r). \]

The final `rwa` performs this chain: it splits the power and replaces \(\chi(r)^2\) by one.

Odd order alone, without an element that inverts \(r\), forces neither conclusion. In the cyclic group \(C_3\), which has no mirrors, \(\chi(C_3) = e^{2\pi i/3}\) defines a one-dimensional representation. Its value at a rotation of order three is neither \(1\) nor \(-1\).

## Mirrors reverse rotations, so odd \(n\) excludes B

```lean
/-- In the group C_nv, realised as the dihedral group, conjugation by any mirror
reflection `sr j` inverts any rotation `r i`. -/
theorem mirror_inverts_rotation_witness {n : ℕ} (i j : ZMod n) :
    sr j * r i * (sr j)⁻¹ = (r i)⁻¹ := by
  have h : (r i)⁻¹ = r (-i) := by
    apply inv_eq_of_mul_eq_one_right
    rw [DihedralGroup.r_mul_r, add_neg_cancel, DihedralGroup.one_def]
  rw [mul_inv_eq_iff_eq_mul, h, DihedralGroup.sr_mul_r, DihedralGroup.r_mul_sr,
    sub_neg_eq_add]
```

For all \(i\) and \(j\), conjugating the rotation `r i` by the reflection `sr j` gives the inverse rotation. This supplies the hypothesis of the two previous theorems for \(C_{nv}\).

By the multiplication rules of the group,

\[ (\sigma C_n^j)\,C_n^i = \sigma C_n^{j+i}, \qquad C_n^{-i}\,(\sigma C_n^j) = \sigma C_n^{j-(-i)} = \sigma C_n^{j+i}. \]

The two products agree, and multiplying both on the right by \((\sigma C_n^j)^{-1}\) gives the statement. The proof first checks that the inverse of `r i` is `r (-i)`. It then moves the inverse reflection to the other side with `mul_inv_eq_iff_eq_mul` and evaluates both products.

```lean
/-- A one-dimensional species of C_nv is of type B if its character is `-1` at the
generating rotation C_n. -/
def IsB {n : ℕ} (χ : DihedralGroup n →* ℂˣ) : Prop := χ (r 1) = -1
```

This definition fixes the convention for the label: `IsB χ` is the proposition \(\chi(C_n) = -1\), where `r 1` is one step of rotation. It applies to one-dimensional species only; the E species do not enter. For \(n = 1\) the rotation `r 1` is the identity, and the group is the one usually called \(C_s\), with species A′ and A″.

```lean
/-- For odd `n`, the group C_nv has no B species. -/
theorem no_B_species_of_odd {n : ℕ} (hn : Odd n) (χ : DihedralGroup n →* ℂˣ) :
    ¬ IsB χ := by
  intro hB
  have h1 : χ (r 1) = 1 :=
    (character_of_inverted χ (mirror_inverts_rotation_witness 1 0)).2
      (by rw [DihedralGroup.orderOf_r_one]; exact hn)
  have h2 : ((1 : ℂˣ) : ℂ) = ((-1 : ℂˣ) : ℂ) := congrArg Units.val (h1.symm.trans hB)
  rw [Units.val_neg, Units.val_one] at h2
  norm_num at h2
```

If \(n\) is odd, no homomorphism \(\chi\) from \(C_{nv}\) to the nonzero complex numbers is of type B; the symbol `¬` means "not".

Suppose that \(\chi(C_n) = -1\). The reflection \(\sigma\) inverts \(C_n\), and \(C_n\) has order \(n\), which is odd, so \(\chi(C_n) = 1\). Hence \(1 = -1\) in the complex numbers, which is false.

The proof follows these sentences. `intro hB` assumes that the species is of type B, `h1` combines the inversion relation with `DihedralGroup.orderOf_r_one`, and `norm_num` refutes \(1 = -1\).

For electronic structure this means that a spatial orbital is unchanged by the threefold rotation if it is a nondegenerate eigenfunction of a spin-free one-electron Hamiltonian with the full \(C_{3v}\) symmetry. A self-consistent calculation that breaks the symmetry does not meet this condition, even if the nuclei are arranged with \(C_{3v}\) symmetry. The statement concerns ordinary representations of the finite group and not spinors, which need the double group.

## Two numbers determine a one-dimensional species

```lean
/-- The table of values that gives the rotation `r i` the value `a ^ i.val` and the reflection
`sr i` the value `b * a ^ i.val`. -/
def speciesValue {n : ℕ} (a b : ℂˣ) : DihedralGroup n → ℂˣ
  | .r i => a ^ i.val
  | .sr i => b * a ^ i.val
```

This is a candidate for a character, given by its table of values. For nonzero complex numbers \(a\) and \(b\),

\[ C_n^i \mapsto a^i, \qquad \sigma C_n^i \mapsto b\,a^i. \]

An index modulo \(n\) is not yet an integer exponent, so `i.val` selects its representative among \(0, 1, \dots, n-1\) when \(n\) is positive. At this stage the table is only a function.

```lean
/-- The table of values respects the multiplication of C_nv if `a` and `b` square to one
and `a ^ n = 1`. -/
theorem speciesValue_mul {n : ℕ} [NeZero n] {a b : ℂˣ} (ha : a ^ 2 = 1) (hb : b ^ 2 = 1)
    (hn : a ^ n = 1) (x y : DihedralGroup n) :
    speciesValue a b (x * y) = speciesValue a b x * speciesValue a b y := by
  have hadd : ∀ i j : ZMod n, a ^ (i + j).val = a ^ i.val * a ^ j.val := by
    intro i j
    rw [ZMod.val_add, ← pow_eq_pow_mod _ hn, pow_add]
  -- since `a` is a sign, differences of angles behave like sums
  have hsub : ∀ i j : ZMod n, a ^ (j - i).val = a ^ j.val * a ^ i.val := by
    intro i j
    have h1 := hadd (j - i) i
    rw [sub_add_cancel] at h1
    have h2 : a ^ i.val * a ^ i.val = 1 := by rw [← mul_pow, ← sq, ha, one_pow]
    rw [h1, mul_assoc, h2, mul_one]
  rcases x with i | i <;> rcases y with j | j
  · simp only [DihedralGroup.r_mul_r, speciesValue, hadd]
  · simp only [DihedralGroup.r_mul_sr, speciesValue, hsub]
    ac_rfl
  · simp only [DihedralGroup.sr_mul_r, speciesValue, hadd]
    ac_rfl
  · simp only [DihedralGroup.sr_mul_sr, speciesValue, hsub]
    calc a ^ j.val * a ^ i.val = (b * b) * (a ^ j.val * a ^ i.val) := by
          rw [← sq b, hb, one_mul]
      _ = b * a ^ i.val * (b * a ^ j.val) := by ac_rfl
```

If \(a^2 = 1\), \(b^2 = 1\) and \(a^n = 1\), the table respects multiplication. The bracket `[NeZero n]` requires \(n \neq 0\), since `DihedralGroup 0` is an infinite group.

Two rules for exponents are needed. The representative of \(i+j\) may differ from the sum of the representatives by \(n\), which does no harm because \(a^n = 1\); hence \(a^{i+j} = a^i a^j\). Since \(a^2 = 1\), we also have \(a^{-i} = a^i\), and therefore \(a^{j-i} = a^j a^i\). These are `hadd` and `hsub` in the proof.

There are four kinds of product to check:

- Rotation times rotation is \(C_n^i C_n^j = C_n^{i+j}\), and \(a^{i+j} = a^i \cdot a^j\).
- Rotation times reflection is \(C_n^i\,\sigma C_n^j = \sigma C_n^{j-i}\), and \(b\,a^{j-i} = a^i \cdot b\,a^j\).
- Reflection times rotation is \(\sigma C_n^i\, C_n^j = \sigma C_n^{i+j}\), and \(b\,a^{i+j} = b\,a^i \cdot a^j\).
- Reflection times reflection is \(\sigma C_n^i\,\sigma C_n^j = C_n^{j-i}\), and \(a^{j-i} = b^2 a^i a^j = b\,a^i \cdot b\,a^j\).

The `rcases` line produces these cases in this order, and `ac_rfl` reorders commuting factors. The condition \(b^2 = 1\) is used only in the last case.

```lean
/-- A one-dimensional species of C_nv is fixed by its characters at the rotation C_n and
at one mirror reflection. -/
theorem species_ext {n : ℕ} [NeZero n] {χ ψ : DihedralGroup n →* ℂˣ}
    (hr : χ (r 1) = ψ (r 1)) (hs : χ (sr 0) = ψ (sr 0)) : χ = ψ := by
  have hrot : ∀ i : ZMod n, χ (r i) = ψ (r i) := by
    intro i
    have hi : (r i : DihedralGroup n) = r 1 ^ i.val := by
      rw [DihedralGroup.r_one_pow, ZMod.natCast_zmod_val]
    rw [hi, map_pow, map_pow, hr]
  ext1 x
  rcases x with i | i
  · exact hrot i
  · -- every reflection is the chosen one times a rotation
    have hi : (sr i : DihedralGroup n) = sr 0 * r i := by
      rw [DihedralGroup.sr_mul_r, zero_add]
    rw [hi, map_mul, map_mul, hs, hrot]
```

Two one-dimensional species \(\chi\) and \(\psi\) that agree at \(C_n\) and at \(\sigma\) are equal.

Every rotation is a power of \(C_n\), so \(\chi(C_n^i) = \chi(C_n)^i = \psi(C_n)^i = \psi(C_n^i)\). Every reflection is \(\sigma\) times a rotation, so the values agree there too. The proof establishes the rotations first, as `hrot`, and then uses them for the reflections.

```lean
/-- For `n` nonzero, C_nv has exactly one one-dimensional species with character `a` at C_n
and `b` at a chosen mirror if and only if `a ^ 2 = 1`, `b ^ 2 = 1` and `a ^ n = 1`. -/
theorem existsUnique_species_iff {n : ℕ} [NeZero n] (a b : ℂˣ) :
    (∃! χ : DihedralGroup n →* ℂˣ, χ (r 1) = a ∧ χ (sr 0) = b) ↔
      a ^ 2 = 1 ∧ b ^ 2 = 1 ∧ a ^ n = 1 := by
  constructor
  · rintro ⟨χ, ⟨rfl, rfl⟩, -⟩
    refine ⟨character_sq_eq_one χ (mirror_inverts_rotation_witness 1 0), ?_, ?_⟩
    · rw [sq, ← map_mul, DihedralGroup.sr_mul_self, map_one]
    · rw [← map_pow, DihedralGroup.r_one_pow_n, map_one]
  · rintro ⟨ha, hb, hn⟩
    have h1 : speciesValue a b (r (1 : ZMod n)) = a := by
      simp only [speciesValue]
      rw [ZMod.val_one_eq_one_mod, ← pow_eq_pow_mod 1 hn, pow_one]
    have h2 : speciesValue a b (sr (0 : ZMod n)) = b := by
      simp only [speciesValue]
      rw [ZMod.val_zero, pow_zero, mul_one]
    refine ⟨MonoidHom.mk' (speciesValue a b) (speciesValue_mul ha hb hn), ⟨h1, h2⟩, ?_⟩
    rintro ψ ⟨h3, h4⟩
    exact species_ext (h3.trans h1.symm) (h4.trans h2.symm)
```

The symbol `∃!` means "there is exactly one", and `↔` means "if and only if". For given \(a\) and \(b\), there is exactly one species with \(\chi(C_n) = a\) and \(\chi(\sigma) = b\) if and only if

\[ a^2 = 1, \qquad b^2 = 1, \qquad a^n = 1. \]

Suppose first that such a species exists. Then \(a^2 = 1\) because \(\sigma\) inverts \(C_n\), \(b^2 = 1\) because \(\sigma^2 = e\), and \(a^n = 1\) because \(C_n^n = e\). The first half of the proof gives these three reasons in this order.

Conversely, if the equations hold, the table of values is a homomorphism. It takes the value \(a\) at \(C_n\) and \(b\) at \(\sigma\), which are `h1` and `h2`. `MonoidHom.mk'` packages the table and its multiplicativity as a homomorphism, and `species_ext` shows that any other species with the same two values equals it.

Solving the equations gives the familiar rows of the character tables. For odd \(n\) only \(a = 1\) remains, with \(b = \pm 1\); for \(n \geq 3\) these are A₁ and A₂. For even \(n\) both signs are free, which gives A₁, A₂, B₁ and B₂. Which B species is called B₁ depends on the choice of \(\sigma\).

## Every even \(n\) has a B species

```lean
/-- For `n` nonzero, the group C_nv has a B species if and only if `n` is even. -/
theorem exists_B_species_iff_even {n : ℕ} [NeZero n] :
    (∃ χ : DihedralGroup n →* ℂˣ, IsB χ) ↔ Even n := by
  constructor
  · rintro ⟨χ, hB⟩
    by_contra h
    exact no_B_species_of_odd (Nat.not_even_iff_odd.mp h) χ hB
  · intro hn
    obtain ⟨χ, ⟨h1, -⟩, -⟩ := (existsUnique_species_iff (n := n) (-1) 1).mpr
      ⟨neg_one_sq, one_pow 2, hn.neg_one_pow⟩
    exact ⟨χ, h1⟩

end OneDimensionalSpecies
```

For nonzero \(n\), some one-dimensional species of \(C_{nv}\) is of type B if and only if \(n\) is even.

If a B species exists, \(n\) cannot be odd, by `no_B_species_of_odd`. If \(n\) is even, take \(a = -1\) and \(b = 1\). The three equations hold, since \((-1)^2 = 1\), \(1^2 = 1\) and \((-1)^n = 1\), so the previous theorem provides a species with \(\chi(C_n) = -1\). Written out, it is

\[ \chi(C_n^i) = (-1)^i, \qquad \chi(\sigma C_n^i) = (-1)^i. \]

For \(C_{2v}\), the point group of water, this species has character \(-1\) at the twofold rotation, \(+1\) at the chosen mirror and \(-1\) at the other mirror.

```lean
#print axioms OneDimensionalSpecies.exists_B_species_iff_even
```

```
'OneDimensionalSpecies.exists_B_species_iff_even' depends on axioms: [propext, Classical.choice, Quot.sound]
```
